# In characteristic zero, a linear operator on polynomials that commutes with the derivative is a series in the derivative

Let K be a field of characteristic zero, D = d/dX the derivative on K[X], and T a linear map on K[X] with TD = DT. Then for every polynomial p

T p = ∑_{k=0}^{deg p} t_k D^k p,  k! t_k = (T X^k)(0).

The values of T X^k at the origin therefore fix T completely. In quantum mechanics, where the momentum operator is −iħ d/dx, this is an algebraic counterpart of the statement that, for a spinless particle on a line, a bounded operator commuting with momentum is a function of momentum. The operators here act on polynomials in one variable, and a nonzero polynomial is not a normalisable state on the line.

## The operators and their coefficients

The field K may be ℝ or ℂ. Polynomials form the type `K[X]`, and an operator is a K-linear map `K[X] →ₗ[K] K[X]`. There is no inner product, so hermiticity and operator domains do not enter, and results about operators on a Hilbert space do not follow from these theorems alone.

```lean
import Mathlib

open Polynomial

namespace DerivativeCommutant

noncomputable section

variable {K : Type*} [Field K]
```

The commutation relation is required on every polynomial: T(Dp) = D(Tp).

```lean
/-- The operator `T` on polynomials commutes with the derivative. -/
def CommutesWithD (T : K[X] →ₗ[K] K[X]) : Prop :=
  ∀ p, T (derivative p) = derivative (T p)
```

The coefficient t_k is (T X^k)(0)/k!. The definition makes sense for any linear T. Characteristic zero ensures that k! ≠ 0, and the theorems that rely on this assume `CharZero K`.

```lean
/-- The coefficient `t_k`: the value of `T (X^k)` at the origin, divided by `k!`. -/
def symbolCoeff (T : K[X] →ₗ[K] K[X]) (k : ℕ) : K :=
  (T (X ^ k)).eval 0 / (k.factorial : K)
```

## Derivatives at the origin

Write p = ∑ p_m X^m. Applying D^k to X^m gives zero if m < k, and m(m−1)⋯(m−k+1) X^(m−k) otherwise. At the origin only m = k survives, so

(D^k p)(0) = k! p_k.

In Lean, `derivative^[k]` is the k-fold derivative, and evaluation at zero is read as the zeroth coefficient.

```lean
/-- The `k`-th derivative of a polynomial at the origin is `k!` times its `k`-th coefficient. -/
theorem eval_iterate (p : K[X]) (k : ℕ) :
    (derivative^[k] p).eval 0 = (k.factorial : K) * p.coeff k := by
  rw [← coeff_zero_eq_eval_zero, coeff_iterate_derivative, zero_add,
    Nat.descFactorial_self, nsmul_eq_mul]
```

## Series in D as operators

For any sequence t, set

F_t p = ∑_{k=0}^{deg p} t_k D^k p.

Since D^k p = 0 for k > deg p, the sum may run over all k < N for any N > deg p without changing its value. No question of convergence arises.

```lean
/-- A series in the derivative, applied to `p`, may be cut off at any order above the degree
of `p`. -/
theorem sum_cutoff (t : ℕ → K) (p : K[X]) {N : ℕ} (h : p.natDegree < N) :
    ∑ k ∈ Finset.range (p.natDegree + 1), t k • derivative^[k] p
      = ∑ k ∈ Finset.range N, t k • derivative^[k] p := by
  apply Finset.sum_subset
  · intro k hk
    simp only [Finset.mem_range] at *
    omega
  · intro k _ hk
    have hk' : p.natDegree < k := by
      simp only [Finset.mem_range] at hk
      omega
    rw [iterate_derivative_eq_zero hk', smul_zero]
```

This freedom makes F_t linear. For p + q, all three sums are extended to the common range k ≤ max(deg p, deg q), where D^k(p + q) = D^k p + D^k q can be used term by term. For a multiple cp the range k ≤ deg p is enough.

```lean
/-- The operator `∑ t_k D^k` on polynomials, for an arbitrary sequence of coefficients `t`. -/
def derivSeries (t : ℕ → K) : K[X] →ₗ[K] K[X] where
  toFun p := ∑ k ∈ Finset.range (p.natDegree + 1), t k • derivative^[k] p
  map_add' p q := by
    -- a common cutoff for `p`, `q` and `p + q`
    have h := natDegree_add_le p q
    have h1 : (p + q).natDegree < max p.natDegree q.natDegree + 1 := by omega
    have h2 : p.natDegree < max p.natDegree q.natDegree + 1 := by omega
    have h3 : q.natDegree < max p.natDegree q.natDegree + 1 := by omega
    rw [sum_cutoff t _ h1, sum_cutoff t _ h2, sum_cutoff t _ h3, ← Finset.sum_add_distrib]
    refine Finset.sum_congr rfl fun k _ => ?_
    rw [iterate_map_add, smul_add]
  map_smul' c p := by
    have h1 : (c • p).natDegree < p.natDegree + 1 :=
      Nat.lt_succ_of_le (natDegree_smul_le c p)
    rw [sum_cutoff t _ h1, RingHom.id_apply, Finset.smul_sum]
    refine Finset.sum_congr rfl fun k _ => ?_
    rw [iterate_derivative_smul, smul_comm]
```

F_t also commutes with D. The degree of Dp does not exceed that of p, so both sums can run to deg p:

F_t(Dp) = ∑_{k=0}^{deg p} t_k D^(k+1) p = D(F_t p).

```lean
/-- Every series in the derivative commutes with the derivative. -/
theorem derivSeries_commutes (t : ℕ → K) : CommutesWithD (derivSeries t) := by
  intro p
  have h : (derivative p).natDegree < p.natDegree + 1 := by
    have := natDegree_derivative_le p
    omega
  change ∑ k ∈ Finset.range ((derivative p).natDegree + 1), t k • derivative^[k] (derivative p)
    = derivative (∑ k ∈ Finset.range (p.natDegree + 1), t k • derivative^[k] p)
  rw [sum_cutoff t _ h, map_sum]
  refine Finset.sum_congr rfl fun k _ => ?_
  rw [map_smul, ← Function.iterate_succ_apply, Function.iterate_succ_apply']
```

## From the origin to every coefficient

If T commutes with D, it commutes with D^n. The case n = 0 is trivial, and the induction step is

T D^(n+1) p = T D^n(Dp) = D^n T(Dp) = D^n D(Tp) = D^(n+1) T p.

```lean
/-- An operator that commutes with the derivative commutes with all its powers. -/
theorem CommutesWithD.iterate {T : K[X] →ₗ[K] K[X]} (hT : CommutesWithD T) (n : ℕ) (p : K[X]) :
    T (derivative^[n] p) = derivative^[n] (T p) := by
  induction n generalizing p with
  | zero => rfl
  | succ n ih => rw [Function.iterate_succ_apply, ih, hT, Function.iterate_succ_apply]
```

Now let t be the coefficient sequence of T. Linearity alone shows that Tp and F_t p have the same value at the origin:

(Tp)(0) = ∑ p_k (T X^k)(0) = ∑ t_k k! p_k = ∑ t_k (D^k p)(0) = (F_t p)(0),

with every sum over 0 ≤ k ≤ deg p. The proof expands p in monomials on the left-hand side only and then compares the sums term by term.

```lean
/-- In characteristic zero, for any linear operator `T`, the polynomials `T p` and `∑ t_k D^k p`
agree at the origin. -/
theorem eval_zero_apply [CharZero K] (T : K[X] →ₗ[K] K[X]) (p : K[X]) :
    (T p).eval 0 = (derivSeries (symbolCoeff T) p).eval 0 := by
  change _ = (∑ k ∈ Finset.range (p.natDegree + 1),
    symbolCoeff T k • derivative^[k] p).eval 0
  conv_lhs => rw [p.as_sum_range_C_mul_X_pow]
  rw [map_sum, eval_finsetSum, eval_finsetSum]
  refine Finset.sum_congr rfl fun k _ => ?_
  have hk : (k.factorial : K) ≠ 0 := Nat.cast_ne_zero.2 k.factorial_ne_zero
  rw [← smul_eq_C_mul, map_smul, eval_smul, eval_smul, eval_iterate, smul_eq_mul, smul_eq_mul,
    symbolCoeff, div_mul_eq_mul_div, eq_div_iff hk]
  ring
```

Commutation carries this agreement to the other coefficients. For every n,

n! (Tp)_n = (D^n T p)(0) = (T D^n p)(0) = (F_t D^n p)(0) = (D^n F_t p)(0) = n! (F_t p)_n.

The middle equality is the previous step applied to D^n p. Cancelling n! gives Tp = F_t p.

In `expansion`, the hypothesis `hT` is the relation TD = DT, and `Finset.range (p.natDegree + 1)` is the set k = 0, …, deg p. Lean gives the zero polynomial `natDegree` 0, so its sum has a single term, which vanishes. The tactic `ext n` reduces the claim to the n-th coefficient, and the rewrites then follow the chain above from both ends.

```lean
/-- Over a field of characteristic zero, an operator `T` on polynomials that commutes with the
derivative `D` acts as `T p = ∑ t_k D^k p`, with `k` up to the degree of `p` and
`k! t_k` the value of `T (X^k)` at the origin. -/
theorem expansion [CharZero K] {T : K[X] →ₗ[K] K[X]} (hT : CommutesWithD T) (p : K[X]) :
    T p = ∑ k ∈ Finset.range (p.natDegree + 1), symbolCoeff T k • derivative^[k] p := by
  change T p = derivSeries (symbolCoeff T) p
  ext n
  have hn : (n.factorial : K) ≠ 0 := Nat.cast_ne_zero.2 n.factorial_ne_zero
  apply mul_left_cancel₀ hn
  -- compare the `n`-th derivatives at the origin, moving `D^n` through both operators
  rw [← eval_iterate, ← eval_iterate, ← hT.iterate, ← (derivSeries_commutes _).iterate]
  exact eval_zero_apply T _
```

The smallest cases show what the formula demands. On a constant c it reads Tc = t_0 c, so T multiplies all constants by the same number. In degree one, T X = t_0 X + t_1, and the only new freedom is the additive constant t_1.

## Uniqueness and mutual commutation

The coefficients can be recovered from the series. In F_t X^n, evaluated at the origin, only the term k = n contributes:

(F_t X^n)(0) = t_n n!.

```lean
/-- In characteristic zero, the coefficients of a series in the derivative are recovered from its
action on monomials. -/
theorem symbolCoeff_derivSeries [CharZero K] (t : ℕ → K) (n : ℕ) :
    symbolCoeff (derivSeries t) n = t n := by
  have hn : (n.factorial : K) ≠ 0 := Nat.cast_ne_zero.2 n.factorial_ne_zero
  have key : (derivSeries t (X ^ n)).eval 0 = t n * (n.factorial : K) := by
    change (∑ k ∈ Finset.range ((X ^ n : K[X]).natDegree + 1),
      t k • derivative^[k] (X ^ n : K[X])).eval 0 = _
    rw [natDegree_X_pow, eval_finsetSum, Finset.sum_eq_single n]
    · rw [eval_smul, eval_iterate, coeff_X_pow_self, mul_one, smul_eq_mul]
    · intro k _ hk
      rw [eval_smul, eval_iterate, coeff_X_pow, if_neg hk, mul_zero, smul_zero]
    · intro h
      exact absurd (Finset.mem_range.2 (Nat.lt_succ_self n)) h
  rw [symbolCoeff, key, mul_div_cancel_right₀ _ hn]
```

Hence T commutes with D exactly when T = F_t for some sequence t, and that sequence is unique. One direction combines the expansion with the recovery of t_n; the other is the commutation of F_t with D.

```lean
/-- In characteristic zero, an operator commutes with the derivative exactly when it is a series in
the derivative with a unique sequence of coefficients. -/
theorem commutes_iff_existsUnique [CharZero K] (T : K[X] →ₗ[K] K[X]) :
    CommutesWithD T ↔ ∃! t : ℕ → K, T = derivSeries t := by
  constructor
  · intro hT
    refine ⟨symbolCoeff T, LinearMap.ext (expansion hT), ?_⟩
    intro t ht
    funext n
    rw [ht, symbolCoeff_derivSeries]
  · rintro ⟨t, ht, _⟩
    rw [ht]
    exact derivSeries_commutes t
```

Two operators S and T that commute with D also commute with each other. With s_k the coefficients of S,

T S p = ∑ s_k T D^k p = ∑ s_k D^k T p = S T p.

The cutoff is chosen above the degrees of both p and Tp, so that the same range serves for S p and S(Tp).

```lean
/-- In characteristic zero, two operators that both commute with the derivative commute with each
other. -/
theorem commute_each_other [CharZero K] {S T : K[X] →ₗ[K] K[X]}
    (hS : CommutesWithD S) (hT : CommutesWithD T) (p : K[X]) : T (S p) = S (T p) := by
  have h1 : p.natDegree < max p.natDegree (T p).natDegree + 1 := by omega
  have h2 : (T p).natDegree < max p.natDegree (T p).natDegree + 1 := by omega
  rw [expansion hS p, expansion hS (T p), sum_cutoff _ _ h1, sum_cutoff _ _ h2, map_sum]
  refine Finset.sum_congr rfl fun k _ => ?_
  rw [map_smul, hT.iterate]
```

The expansion and the recovery of the coefficients also give a neighbouring result: for each linear functional L on K[X] there is exactly one operator T that commutes with D and satisfies (Tp)(0) = L(p) for all p. Its coefficients are t_k = L(X^k)/k!. This follows by hand from the steps above and is not stated in the Lean file.

## Translation as an exponential

Translation by a sends p(X) to p(X + a).

```lean
/-- The translation operator, which sends `p(X)` to `p(X + a)`. -/
def translation (a : K) : K[X] →ₗ[K] K[X] where
  toFun p := p.comp (X + C a)
  map_add' p q := add_comp
  map_smul' c p := by simp
```

It commutes with D by the chain rule, because the derivative of X + a is 1.

```lean
/-- Translation by `a` commutes with the derivative. -/
theorem translation_witness (a : K) : CommutesWithD (translation a) := by
  intro p
  change (derivative p).comp (X + C a) = derivative (p.comp (X + C a))
  rw [derivative_comp]
  simp
```

Its coefficients follow from the value of (X + a)^k at the origin, which is a^k. Thus t_k = a^k/k!, and

p(X + a) = ∑_{k=0}^{deg p} (a^k/k!) D^k p.

This is Taylor's formula for polynomials, and it is the action of exp(aD), with the exponential series ending at the degree of p. The Lean proof computes the coefficients of `translation a` and inserts them into `expansion`.

```lean
/-- In characteristic zero, translation by `a` is the exponential series in `a D`: `p(X + a) = ∑
(a^k / k!) D^k p`, with `k` up to the degree of `p`. -/
theorem translation_eq_exp [CharZero K] (a : K) (p : K[X]) :
    p.comp (X + C a) = ∑ k ∈ Finset.range (p.natDegree + 1),
      (a ^ k / (k.factorial : K)) • derivative^[k] p := by
  have hc : ∀ k, symbolCoeff (translation a) k = a ^ k / (k.factorial : K) := by
    intro k
    change ((X ^ k : K[X]).comp (X + C a)).eval 0 / (k.factorial : K) = _
    simp
  have h := expansion (translation_witness a) p
  simp only [hc] at h
  exact h

end

end DerivativeCommutant
```

```lean
#print axioms DerivativeCommutant.derivSeries_commutes
-- 'DerivativeCommutant.derivSeries_commutes' depends on axioms: [propext, Classical.choice, Quot.sound]
#print axioms DerivativeCommutant.commutes_iff_existsUnique
-- 'DerivativeCommutant.commutes_iff_existsUnique' depends on axioms: [propext, Classical.choice, Quot.sound]
#print axioms DerivativeCommutant.commute_each_other
-- 'DerivativeCommutant.commute_each_other' depends on axioms: [propext, Classical.choice, Quot.sound]
#print axioms DerivativeCommutant.translation_eq_exp
-- 'DerivativeCommutant.translation_eq_exp' depends on axioms: [propext, Classical.choice, Quot.sound]
```
